# Which density profiles a site potential can reproduce in a finite classical system

Take a finite lattice gas at positive temperature in which every pattern of empty and singly occupied sites is allowed and has a finite energy. No finite site potential gives density exactly 1 on a site: some weight always remains on configurations where the site is empty. An inversion routine given that target can keep lowering the site's potential and come closer without an exact solution to find. A criterion for reachable targets identifies such a request before the routine is run.

## The criterion

Let $S$ be a finite set of configurations with real energies $E_s$, and $L$ a finite set of sites. Configuration $s$ has density vector $n(s)\in\mathbb R^L$. For a site potential $v\in\mathbb R^L$ and $\beta>0$, define

$$w_s=e^{-\beta(E_s+v\cdot n(s))},\qquad p_s=\frac{w_s}{\sum_t w_t},\qquad \langle n\rangle_v=\sum_s p_s\,n(s).$$

Let $K$ be the convex hull of the vectors $n(s)$. Every $\rho$ in the interior of $K$ equals $\langle n\rangle_v$ for some $v$. If that interior is non-empty, no other densities occur. For a lattice gas in which $S$ contains every pattern of empty and singly occupied sites, with arbitrary finite interaction energies, the reachable profiles are exactly those with $0<\rho_i<1$ on every site.

## Where a code relies on it

A code that searches for a $v$ whose exact Gibbs average equals a prescribed profile has a solution to find only if the profile is reachable. For the lattice gas above, checking the target site by site settles this before the iteration starts.

## Derivation

**A margin.** Let $\rho$ be interior to $K$, and let $\|v\|=\max_i|v_i|$ (zero if there are no sites). For some $\varepsilon>0$, all points closer than $\varepsilon$ to $\rho$ in this norm lie in $K$. Given $v$, set $x_i=\rho_i-\varepsilon/2$ where $v_i\ge0$ and $x_i=\rho_i+\varepsilon/2$ elsewhere. Then $x\in K$ and

$$v\cdot x=v\cdot\rho-\tfrac{\varepsilon}{2}\sum_i|v_i|\le v\cdot\rho-\tfrac{\varepsilon}{2}\|v\|.$$

If every $n(s)$ satisfied $v\cdot n(s)>v\cdot\rho-\frac{\varepsilon}{2}\|v\|$, so would every mixture of them, including $x$, a contradiction. So with $\delta=\varepsilon/2$, some $s$ has $v\cdot(n(s)-\rho)\le-\delta\|v\|$.

**A minimiser.** Define the tilted partition function

$$Z_\rho(v)=\sum_s e^{-\beta(E_s+v\cdot(n(s)-\rho))}.$$

Keeping only the term just found and using $e^a\ge1+a$,

$$Z_\rho(v)\ge1-\beta\sum_t|E_t|+\beta\delta\|v\|.$$

$Z_\rho$ is continuous and grows without bound as $\|v\|\to\infty$, so it has a minimiser.

**Stationarity.** At the minimiser, for each site $i$,

$$0=\frac{\partial Z_\rho}{\partial v_i}=-\beta e^{\beta v\cdot\rho}\sum_s w_s\,(n_i(s)-\rho_i).$$

The prefactor is non-zero, so $\sum_s w_s n_i(s)=\rho_i\sum_s w_s$, which is $\langle n_i\rangle_v=\rho_i$.

**Converse.** Let $x=\sum_s q_s n(s)$ be an interior point of $K$, with $q_s\ge0$ and $\sum_s q_s=1$. All $p_s$ are positive, so some $c$ with $0<c<1$ satisfies $c\le p_s$ for every $s$. Then

$$\langle n\rangle_v=c\,x+(1-c)\,y,\qquad y=\sum_s\frac{p_s-c\,q_s}{1-c}\,n(s).$$

The weights in $y$ are non-negative, because $q_s\le1$, and sum to 1, so $y\in K$. A ball of radius $r$ around $x$ inside $K$ gives one of radius $cr$ around $\langle n\rangle_v$, which is therefore interior.

**Lattice gas.** The hull of all 0/1 occupation vectors is the cube $[0,1]^L$, whose interior is $(0,1)^L$.

## A two-site instance

Take $\beta=1$, energy $\ln4$ when both sites are filled, and zero otherwise. The target is $\rho=(\frac12,\frac12)$. With $v=(-\ln2,-\ln2)$ the weights of the configurations 00, 10, 01, 11 are $1,2,2,1$, so each site has density $(2+1)/6=\frac12$. At $v=0$ the weights are $1,1,1,\frac14$ and the density is only $5/13$. Correspondingly, $Z_\rho$ is $3$ at the solution and $3.25$ at $v=0$.

## The Lean file

```lean
import Mathlib

open Finset

namespace ThermalRepresentability

noncomputable section

variable {S L : Type*} [Fintype S] [Fintype L]

/-- Boltzmann weight of configuration `s` with energy `E s + v · n s`. -/
def boltzmann (β : ℝ) (E : S → ℝ) (n : S → L → ℝ) (v : L → ℝ) (s : S) : ℝ :=
  Real.exp (-β * (E s + v ⬝ᵥ n s))

/-- Gibbs probability of configuration `s` in the site potential `v`. -/
def gibbsProb (β : ℝ) (E : S → ℝ) (n : S → L → ℝ) (v : L → ℝ) (s : S) : ℝ :=
  boltzmann β E n v s / ∑ t, boltzmann β E n v t

/-- Thermal density profile: the Gibbs average of `n` in the site potential `v`. -/
def gibbsAverage (β : ℝ) (E : S → ℝ) (n : S → L → ℝ) (v : L → ℝ) : L → ℝ :=
  fun i => ∑ s, gibbsProb β E n v s * n s i

/-- Partition function with densities measured relative to a target profile `ρ`. -/
def tiltedPartition (β : ℝ) (E : S → ℝ) (n : S → L → ℝ) (ρ v : L → ℝ) : ℝ :=
  ∑ s, Real.exp (-β * (E s + v ⬝ᵥ (n s - ρ)))

omit [Fintype S] in
/-- Around an interior density, every potential `v` has a configuration whose potential energy
lies below that of `ρ` by at least a fixed multiple of the size of `v`. -/
theorem exists_config_below {n : S → L → ℝ} {ρ : L → ℝ}
    (hρ : ρ ∈ interior (convexHull ℝ (Set.range n))) :
    ∃ δ > 0, ∀ v : L → ℝ, ∃ s, v ⬝ᵥ (n s - ρ) ≤ -δ * ‖v‖ := by
  obtain ⟨ε, hε, hball⟩ := Metric.mem_nhds_iff.1 (mem_interior_iff_mem_nhds.1 hρ)
  refine ⟨ε / 2, by positivity, fun v => ?_⟩
  -- move from `ρ` against the sign of `v` on every site
  let x : L → ℝ := fun i => ρ i - (if 0 ≤ v i then ε / 2 else -(ε / 2))
  have hx : x ∈ convexHull ℝ (Set.range n) := by
    apply hball
    rw [Metric.mem_ball, dist_pi_lt_iff hε]
    intro i
    rw [Real.dist_eq, abs_lt]
    dsimp only [x]
    split_ifs <;> constructor <;> linarith
  have hvx : v ⬝ᵥ x = v ⬝ᵥ ρ - ε / 2 * ∑ i, |v i| := by
    simp only [dotProduct, Finset.mul_sum, ← Finset.sum_sub_distrib]
    refine Finset.sum_congr rfl fun i _ => ?_
    dsimp only [x]
    split_ifs with h
    · rw [abs_of_nonneg h]; ring
    · rw [abs_of_neg (not_le.1 h)]; ring
  have hnorm : ‖v‖ ≤ ∑ i, |v i| := by
    rw [pi_norm_le_iff_of_nonneg (Finset.sum_nonneg fun i _ => abs_nonneg (v i))]
    intro i
    rw [Real.norm_eq_abs]
    exact Finset.single_le_sum (f := fun i => |v i|) (fun j _ => abs_nonneg (v j))
      (Finset.mem_univ i)
  by_contra! hno
  -- otherwise the whole hull lies in an open half-space that misses `x`
  have hlin : IsLinearMap ℝ (fun y : L → ℝ => v ⬝ᵥ y) :=
    ⟨fun a b => dotProduct_add v a b, fun c a => dotProduct_smul c v a⟩
  have hsub : Set.range n ⊆ {y | v ⬝ᵥ ρ - ε / 2 * ‖v‖ < v ⬝ᵥ y} := by
    rintro _ ⟨s, rfl⟩
    have h := hno s
    rw [dotProduct_sub] at h
    show v ⬝ᵥ ρ - ε / 2 * ‖v‖ < v ⬝ᵥ n s
    linarith
  have hlt : v ⬝ᵥ ρ - ε / 2 * ‖v‖ < v ⬝ᵥ x :=
    convexHull_min hsub (convex_halfSpace_gt hlin _) hx
  have := mul_le_mul_of_nonneg_left hnorm (half_pos hε).le
  linarith

/-- For an interior target density the tilted partition function has a minimising potential. -/
theorem exists_minimizer {β : ℝ} (hβ : 0 < β) (E : S → ℝ) {n : S → L → ℝ} {ρ : L → ℝ}
    (hρ : ρ ∈ interior (convexHull ℝ (Set.range n))) :
    ∃ v, ∀ w, tiltedPartition β E n ρ v ≤ tiltedPartition β E n ρ w := by
  obtain ⟨δ, hδ, hs⟩ := exists_config_below hρ
  have hc : Continuous (fun v => tiltedPartition β E n ρ v) := by
    unfold tiltedPartition dotProduct
    fun_prop
  -- for each `v`, the term of one favourable configuration already gives the linear lower bound
  have hlow : ∀ v, (1 - β * ∑ s, |E s|) + β * δ * ‖v‖ ≤ tiltedPartition β E n ρ v := by
    intro v
    obtain ⟨s, h⟩ := hs v
    have h1 : E s ≤ ∑ s, |E s| := (le_abs_self _).trans
      (Finset.single_le_sum (f := fun s => |E s|) (fun j _ => abs_nonneg (E j))
        (Finset.mem_univ s))
    have h2 := Real.add_one_le_exp (-β * (E s + v ⬝ᵥ (n s - ρ)))
    have h3 : Real.exp (-β * (E s + v ⬝ᵥ (n s - ρ))) ≤ tiltedPartition β E n ρ v :=
      Finset.single_le_sum (f := fun s => Real.exp (-β * (E s + v ⬝ᵥ (n s - ρ))))
        (fun j _ => (Real.exp_pos _).le) (Finset.mem_univ s)
    have h4 := mul_le_mul_of_nonneg_left (add_le_add h1 h) hβ.le
    linarith
  exact hc.exists_forall_le (Filter.tendsto_atTop_mono hlow
    (Filter.tendsto_atTop_add_const_left _ _
      ((tendsto_norm_cocompact_atTop (E := L → ℝ)).const_mul_atTop (mul_pos hβ hδ))))

/-- At a minimising potential of the tilted partition function the thermal density is `ρ`. -/
theorem gibbsAverage_of_minimizer [Nonempty S] {β : ℝ} (hβ : 0 < β) (E : S → ℝ)
    (n : S → L → ℝ) (ρ v : L → ℝ)
    (hv : ∀ w, tiltedPartition β E n ρ v ≤ tiltedPartition β E n ρ w) :
    gibbsAverage β E n v = ρ := by
  classical
  funext i
  let g : ℝ → ℝ := fun t =>
    ∑ s, Real.exp (-β * (E s + (v ⬝ᵥ (n s - ρ) + t * (n s i - ρ i))))
  have hg : ∀ t, g t = tiltedPartition β E n ρ (v + t • Pi.single i 1) := by
    intro t
    simp only [g, tiltedPartition, add_dotProduct, smul_dotProduct, single_dotProduct,
      one_mul, smul_eq_mul, Pi.sub_apply]
  have hmin : IsLocalMin g 0 := Filter.Eventually.of_forall fun t => by
    rw [hg, hg, zero_smul, add_zero]
    exact hv _
  have hd := HasDerivAt.fun_sum (u := Finset.univ) (fun (s : S) _ =>
    (((((hasDerivAt_id' (0 : ℝ)).mul_const (n s i - ρ i)).const_add
      (v ⬝ᵥ (n s - ρ))).const_add (E s)).const_mul (-β)).exp)
  have h0 := hmin.hasDerivAt_eq_zero hd
  -- factor the common constant out of the stationarity condition
  have hfac : -β * Real.exp (β * (v ⬝ᵥ ρ)) *
      ∑ s, boltzmann β E n v s * (n s i - ρ i) = 0 := by
    rw [← h0, Finset.mul_sum]
    refine Finset.sum_congr rfl fun s _ => ?_
    have he : Real.exp (-β * (E s + (v ⬝ᵥ (n s - ρ) + 0 * (n s i - ρ i)))) =
        Real.exp (β * (v ⬝ᵥ ρ)) * boltzmann β E n v s := by
      rw [boltzmann, ← Real.exp_add, dotProduct_sub]
      congr 1
      ring
    rw [he]
    ring
  have hz := (mul_eq_zero.1 hfac).resolve_left
    (mul_ne_zero (neg_ne_zero.2 hβ.ne') (Real.exp_pos _).ne')
  have hZ : 0 < ∑ s, boltzmann β E n v s :=
    Finset.sum_pos (fun s _ => Real.exp_pos _) Finset.univ_nonempty
  simp only [mul_sub, Finset.sum_sub_distrib, ← Finset.sum_mul] at hz
  simp only [gibbsAverage, gibbsProb, div_mul_eq_mul_div, ← Finset.sum_div]
  rw [div_eq_iff hZ.ne']
  linarith

/-- Thermal representability: every density in the interior of the convex hull of the
configuration densities is the Gibbs average in some site potential. -/
theorem thermal_representability {β : ℝ} (hβ : 0 < β) (E : S → ℝ) {n : S → L → ℝ}
    {ρ : L → ℝ} (hρ : ρ ∈ interior (convexHull ℝ (Set.range n))) :
    ∃ v, gibbsAverage β E n v = ρ := by
  obtain ⟨_, _, hs⟩ := exists_config_below hρ
  have : Nonempty S := ⟨(hs 0).choose⟩
  obtain ⟨v, hv⟩ := exists_minimizer hβ E hρ
  exact ⟨v, gibbsAverage_of_minimizer hβ E n ρ v hv⟩

/-- If the convex hull of the configuration densities has an interior point, every thermal
density lies in the interior. -/
theorem gibbsAverage_mem_interior (β : ℝ) (E : S → ℝ) {n : S → L → ℝ}
    (hn : (interior (convexHull ℝ (Set.range n))).Nonempty) (v : L → ℝ) :
    gibbsAverage β E n v ∈ interior (convexHull ℝ (Set.range n)) := by
  obtain ⟨x, hx⟩ := hn
  obtain ⟨_, _, hs⟩ := exists_config_below hx
  have : Nonempty S := ⟨(hs 0).choose⟩
  have hZ : 0 < ∑ s, boltzmann β E n v s :=
    Finset.sum_pos (fun s _ => Real.exp_pos _) Finset.univ_nonempty
  have hp : ∀ s, 0 < gibbsProb β E n v s := fun s => div_pos (Real.exp_pos _) hZ
  have hp1 : ∑ s, gibbsProb β E n v s = 1 := by
    simp only [gibbsProb, ← Finset.sum_div]
    exact div_self hZ.ne'
  -- write the interior point as a mixture of configurations
  have hmix : ∃ q : S → ℝ, (∀ s, 0 ≤ q s) ∧ ∑ s, q s = 1 ∧ ∑ s, q s • n s = x := by
    classical
    refine convexHull_min (t := {y | ∃ q : S → ℝ, (∀ s, 0 ≤ q s) ∧ ∑ s, q s = 1 ∧
      ∑ s, q s • n s = y}) ?_ ?_ (interior_subset hx)
    · rintro _ ⟨s, rfl⟩
      exact ⟨fun t => if t = s then 1 else 0, fun t => by dsimp only; split_ifs <;> norm_num,
        by simp, by simp⟩
    · rintro _ ⟨q, hq, hq1, rfl⟩ _ ⟨r, hr, hr1, rfl⟩ a b ha hb hab
      refine ⟨fun s => a * q s + b * r s,
        fun s => add_nonneg (mul_nonneg ha (hq s)) (mul_nonneg hb (hr s)), ?_, ?_⟩
      · rw [Finset.sum_add_distrib, ← Finset.mul_sum, ← Finset.mul_sum, hq1, hr1]
        linarith
      · simp only [add_smul, mul_smul, Finset.sum_add_distrib, Finset.smul_sum]
  obtain ⟨q, hq, hq1, hqx⟩ := hmix
  obtain ⟨s₀, hs₀⟩ := Finite.exists_min (gibbsProb β E n v)
  have hle : ∀ (f : S → ℝ), (∀ s, 0 ≤ f s) → ∑ s, f s = 1 → ∀ s, f s ≤ 1 :=
    fun f hf h1 s => h1 ▸ Finset.single_le_sum (fun j _ => hf j) (Finset.mem_univ s)
  obtain ⟨c, hc, hc1, hcp⟩ : ∃ c : ℝ, 0 < c ∧ c < 1 ∧ ∀ s, c ≤ gibbsProb β E n v s := by
    have h1 := hle _ (fun s => (hp s).le) hp1 s₀
    have h2 := hp s₀
    exact ⟨gibbsProb β E n v s₀ / 2, by linarith, by linarith,
      fun s => by linarith [hs₀ s]⟩
  have hd : 0 < 1 - c := by linarith
  -- split off a small multiple of `x`; the remainder is still a mixture
  have hy : ∑ s, ((gibbsProb β E n v s - c * q s) / (1 - c)) • n s ∈
      convexHull ℝ (Set.range n) := by
    refine (convex_convexHull ℝ _).sum_mem (fun s _ => div_nonneg ?_ hd.le) ?_
      (fun s _ => subset_convexHull ℝ _ ⟨s, rfl⟩)
    · have := mul_le_mul_of_nonneg_left (hle q hq hq1 s) hc.le
      linarith [hcp s]
    · rw [← Finset.sum_div, Finset.sum_sub_distrib, ← Finset.mul_sum, hp1, hq1, mul_one]
      exact div_self hd.ne'
  have hcomb := (convex_convexHull ℝ (Set.range n)).combo_interior_self_mem_interior
    hx hy hc hd.le (by ring)
  convert hcomb using 1
  rw [← hqx, Finset.smul_sum, Finset.smul_sum, ← Finset.sum_add_distrib]
  funext i
  simp only [gibbsAverage, Finset.sum_apply, Pi.add_apply, Pi.smul_apply, smul_eq_mul]
  refine Finset.sum_congr rfl fun s _ => ?_
  field_simp
  ring

/-- If the convex hull of the configuration densities has an interior point, the thermal
densities of all site potentials together are exactly its interior. -/
theorem range_gibbsAverage {β : ℝ} (hβ : 0 < β) (E : S → ℝ) {n : S → L → ℝ}
    (hn : (interior (convexHull ℝ (Set.range n))).Nonempty) :
    Set.range (gibbsAverage β E n) = interior (convexHull ℝ (Set.range n)) := by
  ext ρ
  constructor
  · rintro ⟨v, rfl⟩
    exact gibbsAverage_mem_interior β E hn v
  · exact fun h => thermal_representability hβ E h

/-- Site occupations of a hard-core lattice gas: each site is empty or singly occupied. -/
def occupation (σ : L → Bool) (i : L) : ℝ := if σ i then 1 else 0

/-- For a hard-core lattice gas with arbitrary interaction energies, a density profile is
thermally representable exactly when every site density lies strictly between 0 and 1. -/
theorem latticeGas_representable_iff [DecidableEq L] {β : ℝ} (hβ : 0 < β)
    (E : (L → Bool) → ℝ) (ρ : L → ℝ) :
    (∃ v, gibbsAverage β E occupation v = ρ) ↔ ∀ i, 0 < ρ i ∧ ρ i < 1 := by
  have hr : Set.range (occupation (L := L)) = Set.univ.pi fun _ => ({0, 1} : Set ℝ) := by
    ext x
    constructor
    · rintro ⟨σ, rfl⟩ i _
      cases h : σ i <;> simp [occupation, h]
    · intro hx
      refine ⟨fun i => decide (x i = 1), funext fun i => ?_⟩
      have h : x i = 0 ∨ x i = 1 := by simpa using hx i (Set.mem_univ i)
      rcases h with h | h <;> simp [occupation, h]
  -- the hull of all occupation patterns is the unit cube
  have hi : interior (convexHull ℝ (Set.range (occupation (L := L)))) =
      Set.univ.pi fun _ => Set.Ioo (0 : ℝ) 1 := by
    rw [hr, convexHull_pi, interior_pi_set Set.finite_univ]
    simp only [convexHull_pair, segment_eq_Icc (zero_le_one' ℝ), interior_Icc]
  have hne : (interior (convexHull ℝ (Set.range (occupation (L := L))))).Nonempty := by
    rw [hi]
    exact ⟨fun _ => 1 / 2, fun i _ => by constructor <;> norm_num⟩
  have h := Set.ext_iff.1 ((range_gibbsAverage hβ E hne).trans hi) ρ
  simpa [Set.mem_pi] using h

end

end ThermalRepresentability
```

```lean
#print axioms ThermalRepresentability.latticeGas_representable_iff
-- 'ThermalRepresentability.latticeGas_representable_iff' depends on axioms: [propext, Classical.choice, Quot.sound]
```

## Reading the statements and the proof

The types `S` and `L` hold configurations and sites, `n s i` is $n_i(s)$, and `v ⬝ᵥ n s` is $v\cdot n(s)$. The potential enters with a plus sign, so negative `v i` attracts particles. `convexHull ℝ (Set.range n)` is $K$. In the lattice gas a configuration is a function `L → Bool`, which `occupation` turns into zeros and ones.

`exists_config_below` proves the margin; `convexHull_min` carries the half-space inequality from configurations to the hull. `exists_minimizer` combines the linear lower bound with continuity. `gibbsAverage_of_minimizer` varies one site through the function `g`, and `hfac` is the factored stationarity condition. `thermal_representability` joins these three results.

`gibbsAverage_mem_interior` is the converse: `hmix` supplies the $q_s$, and `hy` places the remainder $y$ in the hull. `range_gibbsAverage` states both directions as an equality of sets, and `latticeGas_representable_iff` computes the cube.

## Limits for a code

The theorems give existence of $v$. They do not address its uniqueness, its size, or the convergence of any algorithm. They concern finite classical systems with $\beta>0$, not ground states, infinite lattices or quantum Hamiltonians that fail to commute with the densities.

Energies are finite real numbers. Forbidden configurations, such as occupied neighbours under nearest-neighbour exclusion, must be removed from `S`. This can shrink the hull, and the general theorem then applies in place of the cube criterion.

## Modelling a fixed particle number

If `S` contains only configurations with $N$ particles on a non-empty lattice, all $n(s)$ lie in the plane $\sum_i n_i=N$. The interior in $\mathbb R^L$ is empty, so neither the existence theorem nor its converse applies to any target. One could instead state the result with the interior relative to the smallest affine subspace containing the hull. That version, which the file does not prove, would cover the canonical ensemble, where adding a constant to every $v_i$ leaves the Gibbs probabilities unchanged.
